# The maximally mixed state is the only stationary density matrix of white-noise Redfield dynamics when only scalars commute with both H and A

A finite quantum system with Hamiltonian $H$ exchanges energy with a bath through one operator $A$, and we ask where it settles. The bath enters the model only through a dressed coupling $\Lambda$ in the Redfield generator ($\hbar=1$), and real white noise means $\Lambda=gA$ with $g$ real. The result in the title takes $H$ and $A$ Hermitian and $g>0$.

In the code `r` is the matrix on which the generator acts, either a density matrix, usually written $\rho$, or an eigenmode, and `n` is the index type of the basis. The dimension is $N$ = `Fintype.card n`.

```lean
import Mathlib

open Matrix
open scoped ComplexOrder

namespace WhiteNoiseRedfield

noncomputable section

variable {n : Type*} [Fintype n]

/-- The commutator `[X, Y]` of two matrices. -/
def comm (X Y : Matrix n n ℂ) : Matrix n n ℂ := X * Y - Y * X

/-- The Redfield generator `-i[H, r] - [A, Λ r - r Λ†]` for a system Hamiltonian `H`, a coupling
operator `A` and a bath-dressed coupling operator `Λ`. -/
def redfield (H A Λ r : Matrix n n ℂ) : Matrix n n ℂ :=
  -(Complex.I • comm H r) - comm A (Λ * r - r * Λᴴ)

/-- The white-noise generator `-i[H, r] - g[A, [A, r]]`. -/
def whiteNoise (H A : Matrix n n ℂ) (g : ℝ) (r : Matrix n n ℂ) : Matrix n n ℂ :=
  -(Complex.I • comm H r) - (g : ℂ) • comm A (comm A r)

/-- A density matrix: positive semidefinite with unit trace. -/
def IsDensity (r : Matrix n n ℂ) : Prop := r.PosSemidef ∧ trace r = 1

/-- The squared Hilbert-Schmidt norm, the sum of the squared moduli of all entries. -/
def hsNormSq (X : Matrix n n ℂ) : ℝ := ∑ i, ∑ j, ‖X i j‖ ^ 2
```

## Real white noise: Λ = gA

In the microscopic theory $\Lambda=\int_0^\infty C(\tau)A(-\tau)\,d\tau$, with $C$ the bath correlation function and $A(-\tau)$ the coupling evolved under $H$. For $C(\tau)=2g\,\delta(\tau)$, half the delta function counts and $\Lambda=gA$. This reduction from a bath to $\Lambda$ is assumed. Given it, a Hermitian $A$ has $\Lambda r-r\Lambda^\dagger=g[A,r]$, which yields the double commutator:

```lean
variable {H A r : Matrix n n ℂ}

/-- For a Hermitian coupling `A` and a dressed coupling `Λ = g A` with real `g`, the Redfield
generator is the white-noise generator. -/
theorem redfield_eq_whiteNoise (hA : A.IsHermitian) (H r : Matrix n n ℂ) (g : ℝ) :
    redfield H A ((g : ℂ) • A) r = whiteNoise H A g r := by
  rw [redfield, whiteNoise, conjTranspose_smul, hA.eq, Complex.star_def, Complex.conj_ofReal]
  simp only [comm, Matrix.smul_mul, Matrix.mul_smul, ← smul_sub]
```

If $\Lambda$ is not Hermitian, the identity may fail to be stationary: $A=\sigma_x$, $\Lambda=\sigma_x+ib\sigma_y$ with real $b\neq0$ sends it to $4b\sigma_z$. The examples of failure in this note are ordinary algebra without a Lean proof.

## Hermitian H and A

Hermiticity makes $H$ an energy and $A$ an observable. Write $\langle Y,X\rangle=\mathrm{tr}(Y^\dagger X)$ and $\|X\|^2=\langle X,X\rangle$, which is `hsNormSq`. Cyclicity of the trace gives
$$\langle Y,[A,X]\rangle=\mathrm{tr}(Y^\dagger AX)-\mathrm{tr}(AY^\dagger X)=\langle[A,Y],X\rangle .$$

```lean
/-- The commutator with a Hermitian matrix is self-adjoint for the Hilbert-Schmidt product. -/
theorem trace_comm_adjoint (hA : A.IsHermitian) (X Y : Matrix n n ℂ) :
    trace (Yᴴ * comm A X) = trace ((comm A Y)ᴴ * X) := by
  have h : trace (Yᴴ * (X * A)) = trace (A * Yᴴ * X) := by
    rw [← Matrix.mul_assoc, trace_mul_comm, Matrix.mul_assoc]
  simp only [comm, conjTranspose_sub, conjTranspose_mul, hA.eq, Matrix.mul_sub,
    Matrix.sub_mul, trace_sub]
  rw [h, Matrix.mul_assoc Yᴴ A X]

/-- The trace of `X† X` is the squared Hilbert-Schmidt norm of `X`. -/
theorem trace_self (X : Matrix n n ℂ) : trace (Xᴴ * X) = (hsNormSq X : ℂ) := by
  simp only [trace, diag_apply, Matrix.mul_apply, conjTranspose_apply, hsNormSq,
    Complex.ofReal_sum, Complex.ofReal_pow]
  rw [Finset.sum_comm]
  refine Finset.sum_congr rfl fun i _ => Finset.sum_congr rfl fun j _ => ?_
  exact Complex.conj_mul' _

/-- A nonzero matrix has positive squared Hilbert-Schmidt norm. -/
theorem hsNormSq_pos {X : Matrix n n ℂ} (hX : X ≠ 0) : 0 < hsNormSq X := by
  have hn : 0 ≤ hsNormSq X :=
    Finset.sum_nonneg fun i _ => Finset.sum_nonneg fun j _ => sq_nonneg _
  refine lt_of_le_of_ne hn fun h0 => hX ?_
  have h0' : ∑ i, ∑ j, ‖X i j‖ ^ 2 = 0 := h0.symm
  ext i j
  have h1 := (Finset.sum_eq_zero_iff_of_nonneg (fun i _ => by positivity)).mp h0' i
    (Finset.mem_univ i)
  have h2 := (Finset.sum_eq_zero_iff_of_nonneg (fun j _ => by positivity)).mp h1 j
    (Finset.mem_univ j)
  simpa using h2
```

For an eigenmode $r$ with eigenvalue $\mu$, take the product of the eigenvalue equation with $r$:
$$\mu\|r\|^2=-i\langle r,[H,r]\rangle-g\|[A,r]\|^2 .$$
The number $\langle r,[H,r]\rangle$ is real, so $\mathrm{Re}\,\mu\,\|r\|^2=-g\|[A,r]\|^2$. In Lean, `hreal` is the reality statement, `h2` moves one commutator across, and `kre` takes real parts.

```lean
/-- For Hermitian `H` and `A`, an eigenmode `r` of the white-noise generator with eigenvalue `μ`
obeys `Re μ ‖r‖² = -g ‖[A, r]‖²` in the Hilbert-Schmidt norm. -/
theorem decay_rate (hH : H.IsHermitian) (hA : A.IsHermitian) (g : ℝ) {μ : ℂ}
    (h : whiteNoise H A g r = μ • r) :
    μ.re * hsNormSq r = -g * hsNormSq (comm A r) := by
  -- the trace of r† [H, r] is real, so the Hamiltonian term adds nothing to the real part of μ
  have hreal : (trace (rᴴ * comm H r)).im = 0 := by
    have hs : star (trace (rᴴ * comm H r)) = trace (rᴴ * comm H r) := by
      rw [← trace_conjTranspose, conjTranspose_mul, conjTranspose_conjTranspose,
        ← trace_comm_adjoint hH]
    exact Complex.conj_eq_iff_im.mp hs
  have h2 : trace (rᴴ * comm A (comm A r)) = (hsNormSq (comm A r) : ℂ) := by
    rw [trace_comm_adjoint hA, trace_self]
  have key := congrArg (fun M => trace (rᴴ * M)) h
  simp only [whiteNoise, Matrix.mul_sub, Matrix.mul_neg, Matrix.mul_smul, trace_sub, trace_neg,
    trace_smul, h2, trace_self, smul_eq_mul] at key
  have kre := congrArg Complex.re key
  simp only [Complex.sub_re, Complex.neg_re, Complex.mul_re, Complex.I_re, Complex.I_im,
    Complex.ofReal_re, Complex.ofReal_im, hreal] at kre
  linarith
```

With anti-Hermitian $A=i\sigma_x$ and $H=\sigma_z$, the mode $\sigma_z$ grows at rate $4g$. With $H=i\sigma_z$ and $A=\sigma_x$, there is an eigenvalue $2(\sqrt{1+g^2}-g)>0$.

## Positive noise strength

The constant $g$ sets how strongly the noise acts. If $\mu=0$ and $g>0$, the identity above forces $[A,r]=0$; the generator then reduces to $-i[H,r]$, so $[H,r]=0$ too. The converse is substitution.

```lean
/-- For Hermitian `H` and `A` and `g > 0`, the white-noise generator sends a matrix to zero exactly
when the matrix commutes with both the Hamiltonian and the coupling operator. -/
theorem stationary_iff (hH : H.IsHermitian) (hA : A.IsHermitian) {g : ℝ} (hg : 0 < g) :
    whiteNoise H A g r = 0 ↔ comm H r = 0 ∧ comm A r = 0 := by
  have hz : comm A 0 = 0 := by simp [comm]
  constructor
  · intro h
    have e := decay_rate hH hA g (μ := 0) (by rw [h, zero_smul])
    have hAr : comm A r = 0 := by
      by_contra hne
      have hp := mul_pos hg (hsNormSq_pos hne)
      simp only [Complex.zero_re, zero_mul] at e
      linarith
    refine ⟨?_, hAr⟩
    rw [whiteNoise, hAr, hz] at h
    simpa using h
  · rintro ⟨h1, h2⟩
    rw [whiteNoise, h1, h2, hz]
    simp
```

At $g=0$ every density matrix commuting with $H$ is stationary.

## Only scalars commute with both

Physically, no nontrivial observable is conserved by both $H$ and the coupling.

```lean
variable [DecidableEq n]

/-- Only scalar matrices commute with both `H` and `A`. -/
def OnlyScalarsCommute (H A : Matrix n n ℂ) : Prop :=
  ∀ X, comm H X = 0 → comm A X = 0 → ∃ c : ℂ, X = c • (1 : Matrix n n ℂ)
```

A stationary $r$ is therefore $c\,\mathbb 1$, and unit trace gives $cN=1$. Positivity is not needed for uniqueness, only checked for $\mathbb 1/N$. `Nonempty n` excludes dimension zero, where no matrix has unit trace.

```lean
/-- In nonzero dimension, let `H` and `A` be Hermitian with only scalar matrices commuting with
both, and `g > 0`. A matrix is a stationary density matrix of the white-noise generator exactly when
it is the identity divided by the dimension. -/
theorem stationary_density_iff [Nonempty n] (hH : H.IsHermitian) (hA : A.IsHermitian)
    (hirr : OnlyScalarsCommute H A) {g : ℝ} (hg : 0 < g) :
    (IsDensity r ∧ whiteNoise H A g r = 0) ↔
      r = (Fintype.card n : ℂ)⁻¹ • (1 : Matrix n n ℂ) := by
  constructor
  · rintro ⟨⟨-, ht⟩, hs⟩
    obtain ⟨h1, h2⟩ := (stationary_iff hH hA hg).mp hs
    obtain ⟨c, hc⟩ := hirr r h1 h2
    -- unit trace fixes the scalar
    rw [hc, trace_smul, trace_one, smul_eq_mul] at ht
    rw [hc, eq_inv_of_mul_eq_one_left ht]
  · rintro rfl
    have hpos : (0 : ℂ) ≤ (Fintype.card n : ℂ)⁻¹ := by
      have hcast : (Fintype.card n : ℂ)⁻¹ = (((Fintype.card n : ℝ)⁻¹ : ℝ) : ℂ) := by simp
      rw [hcast]
      exact Complex.zero_le_real.mpr (by positivity)
    refine ⟨⟨PosSemidef.one.smul hpos, ?_⟩, (stationary_iff hH hA hg).mpr ⟨?_, ?_⟩⟩
    · rw [trace_smul, trace_one, smul_eq_mul]
      exact inv_mul_cancel₀ (Nat.cast_ne_zero.mpr Fintype.card_ne_zero)
    · simp [comm]
    · simp [comm]
```

If $H=A=\sigma_z$, every diagonal density matrix is stationary: pure dephasing leaves populations alone.

The same hypothesis excludes undamped oscillation. Suppose $r\neq0$, $[A,r]=0$ and $[H,r]=wr$ with $w$ real. Then $Hr=rH+wr$ and $r^\dagger H=Hr^\dagger+wr^\dagger$, so
$$Hrr^\dagger=rHr^\dagger+w\,rr^\dagger=rr^\dagger H .$$
Likewise $rr^\dagger$ commutes with $A$. Hence $rr^\dagger=c\,\mathbb 1$ with $c\neq0$, and since $r$ is square, $r^\dagger r=c\,\mathbb 1$ (`mul_eq_one_comm`). Tracing the first equality gives $c\,\mathrm{tr}H=c\,\mathrm{tr}H+w\|r\|^2$, so $w=0$.

```lean
/-- Let `H` and `A` be Hermitian with only scalar matrices commuting with both. If a nonzero `r`
commutes with `A` and satisfies `[H, r] = w r` with real `w`, then `w = 0`. -/
theorem no_oscillation (hH : H.IsHermitian) (hA : A.IsHermitian)
    (hirr : OnlyScalarsCommute H A) {w : ℝ} (hr : r ≠ 0) (hAr : comm A r = 0)
    (hHr : comm H r = (w : ℂ) • r) : w = 0 := by
  have a1 : A * r = r * A := sub_eq_zero.mp hAr
  have a2 := congrArg conjTranspose a1
  rw [conjTranspose_mul, conjTranspose_mul, hA.eq] at a2
  have h1 : H * r = r * H + (w : ℂ) • r := by rw [← hHr, comm]; abel
  have h2 := congrArg conjTranspose h1
  rw [conjTranspose_mul, conjTranspose_add, conjTranspose_mul, conjTranspose_smul, hH.eq,
    Complex.star_def, Complex.conj_ofReal] at h2
  -- the product r r† commutes with H and A, hence is a scalar
  obtain ⟨c, hc⟩ := hirr (r * rᴴ)
    (by
      rw [comm, ← Matrix.mul_assoc, h1, Matrix.mul_assoc r rᴴ H, h2]
      simp only [Matrix.add_mul, Matrix.mul_add, Matrix.smul_mul, Matrix.mul_smul,
        Matrix.mul_assoc, sub_self])
    (by rw [comm, ← Matrix.mul_assoc, a1, Matrix.mul_assoc r rᴴ A, a2, Matrix.mul_assoc,
          sub_self])
  have ht : trace (r * rᴴ) = (hsNormSq r : ℂ) := by rw [trace_mul_comm, trace_self]
  have hp := hsNormSq_pos hr
  have hc0 : c ≠ 0 := by
    intro h0
    rw [hc, h0, zero_smul, trace_zero] at ht
    exact hp.ne (by exact_mod_cast ht)
  have e : r * (c⁻¹ • rᴴ) = 1 := by
    rw [Matrix.mul_smul, hc, smul_smul, inv_mul_cancel₀ hc0, one_smul]
  have e2 := mul_eq_one_comm.mp e
  rw [Matrix.smul_mul] at e2
  have hc' : rᴴ * r = c • (1 : Matrix n n ℂ) := by
    rw [← e2, smul_smul, mul_inv_cancel₀ hc0, one_smul]
  -- r is a multiple of a unitary, which cannot shift the trace of H
  have k := congrArg (fun M => trace (M * rᴴ)) h1
  simp only [Matrix.add_mul, trace_add, Matrix.smul_mul, trace_smul, smul_eq_mul] at k
  have k1 : trace (H * r * rᴴ) = c * trace H := by
    rw [Matrix.mul_assoc, hc, Matrix.mul_smul, Matrix.mul_one, trace_smul, smul_eq_mul]
  have k2 : trace (r * H * rᴴ) = c * trace H := by
    rw [trace_mul_comm, ← Matrix.mul_assoc, hc', Matrix.smul_mul, Matrix.one_mul, trace_smul,
      smul_eq_mul]
  rw [k1, k2, ht] at k
  have hw : (w : ℂ) * (hsNormSq r : ℂ) = 0 := by linear_combination -k
  have hw' : w * hsNormSq r = 0 := by exact_mod_cast hw
  exact (mul_eq_zero.mp hw').resolve_right hp.ne'
```

Now let $g>0$, let $r\neq0$ be an eigenmode with eigenvalue $\mu\neq0$, and suppose $\mathrm{Re}\,\mu\ge0$. The decay identity gives $[A,r]=0$ and $\mathrm{Re}\,\mu=0$, hence $[H,r]=wr$ with $w=-\mathrm{Im}\,\mu$. Then $w=0$ and $\mu=0$, a contradiction.

```lean
/-- Let `H` and `A` be Hermitian with only scalar matrices commuting with both, and `g > 0`.
Every nonzero eigenvalue of the white-noise generator has negative real part. -/
theorem eigenvalue_re_neg (hH : H.IsHermitian) (hA : A.IsHermitian)
    (hirr : OnlyScalarsCommute H A) {g : ℝ} (hg : 0 < g) {μ : ℂ} (hμ : μ ≠ 0) (hr : r ≠ 0)
    (h : whiteNoise H A g r = μ • r) : μ.re < 0 := by
  have e := decay_rate hH hA g h
  have hp := hsNormSq_pos hr
  by_contra hneg
  have hre : 0 ≤ μ.re := not_lt.mp hneg
  -- an undamped mode commutes with the coupling operator
  have hAr : comm A r = 0 := by
    by_contra hne
    have p1 := mul_pos hg (hsNormSq_pos hne)
    have p2 := mul_nonneg hre hp.le
    linarith
  have hz : hsNormSq (0 : Matrix n n ℂ) = 0 := by simp [hsNormSq]
  rw [hAr, hz, mul_zero] at e
  have hre0 : μ.re = 0 := (mul_eq_zero.mp e).resolve_right hp.ne'
  have hz' : comm A 0 = 0 := by simp [comm]
  rw [whiteNoise, hAr, hz', smul_zero, sub_zero] at h
  have hHr : comm H r = ((-μ.im : ℝ) : ℂ) • r := by
    calc comm H r = Complex.I • (-(Complex.I • comm H r)) := by
          rw [smul_neg, smul_smul, Complex.I_mul_I, neg_smul, one_smul, neg_neg]
      _ = ((-μ.im : ℝ) : ℂ) • r := by
          rw [h, smul_smul]
          congr 1
          apply Complex.ext <;> simp [hre0]
  have hw := no_oscillation hH hA hirr hr hAr hHr
  exact hμ (Complex.ext hre0 (neg_eq_zero.mp hw))
```

Convergence of every initial state to $\mathbb 1/N$ needs one further argument: every output of the generator is traceless, so it cannot map any matrix to $\mathbb 1$, which excludes a Jordan block larger than $1\times1$ at eigenvalue zero. All other components decay.

## Equal rates in a qubit calculation

In a Redfield calculation in the energy basis, each element $A_{ab}$ is multiplied by the half-range Fourier transform of $C$ at the transition frequency. Real white noise gives the same factor $g$ for every transition, so upward and downward population rates are both $2g|A_{ab}|^2$. For $H=\sigma_z$, $A=\sigma_x$, the populations obey $\dot p_0=-2g(p_0-p_1)=-\dot p_1$, and their difference decays as $e^{-4gt}$. When $H$ and $A$ are Hermitian with only scalars commuting with both, and $g>0$, a simulation with this noise model tends to $\mathbb 1/N$ at long times, not to a finite-temperature Boltzmann distribution over unequal energies.

The pair $H=\sigma_z$, $A=\sigma_x$ satisfies the hypotheses on $H$ and $A$; the proof compares matrix entries.

```lean
/-- The Pauli matrices `σz` and `σx` are Hermitian and only scalar matrices commute with both. -/
theorem onlyScalarsCommute_witness :
    (!![1, 0; 0, -1] : Matrix (Fin 2) (Fin 2) ℂ).IsHermitian ∧
    (!![0, 1; 1, 0] : Matrix (Fin 2) (Fin 2) ℂ).IsHermitian ∧
    OnlyScalarsCommute (!![1, 0; 0, -1] : Matrix (Fin 2) (Fin 2) ℂ) !![0, 1; 1, 0] := by
  refine ⟨Matrix.IsHermitian.ext fun i j => by fin_cases i <;> fin_cases j <;> simp,
    Matrix.IsHermitian.ext fun i j => by fin_cases i <;> fin_cases j <;> simp, ?_⟩
  intro X h1 h2
  have a := congrFun (congrFun h1 0) 1
  have b := congrFun (congrFun h1 1) 0
  have d := congrFun (congrFun h2 0) 1
  -- expand into entries first, then insert the numbers
  simp only [comm, Matrix.sub_apply, Matrix.mul_apply, Fin.sum_univ_two] at a b d
  simp at a b d
  refine ⟨X 0 0, ?_⟩
  ext i j
  fin_cases i <;> fin_cases j <;> simp <;> grind

end

end WhiteNoiseRedfield
```

```lean
#print axioms WhiteNoiseRedfield.redfield_eq_whiteNoise
-- 'WhiteNoiseRedfield.redfield_eq_whiteNoise' depends on axioms: [propext, Classical.choice, Quot.sound]
#print axioms WhiteNoiseRedfield.stationary_density_iff
-- 'WhiteNoiseRedfield.stationary_density_iff' depends on axioms: [propext, Classical.choice, Quot.sound]
#print axioms WhiteNoiseRedfield.eigenvalue_re_neg
-- 'WhiteNoiseRedfield.eigenvalue_re_neg' depends on axioms: [propext, Classical.choice, Quot.sound]
```
